# Product of two finite-range hopping matrices on a half-line as a sum over the second matrix's hops

On the sites 0, 1, 2, … of a half-line, a hop by k sites has complex amplitude f(k) in one matrix and g(k) in the other, and each amplitude function is nonzero for only finitely many k. The matrices are thus Toeplitz, with entries f(i − j) and g(i − j), and neither need be Hermitian. The lemma says that the (i, j) entry of their product, with g acting first, is the sum of f(i − j − m) g(m) over the hops m in the support of g with m ≥ −j, the condition that the hop from site j lands on the half-line. The proof shows that only finitely many intermediate sites l contribute, then changes the summation variable by l = m + j.

This version doesn't compile in Lean 4 with Mathlib:

```lean
import Mathlib

open Finset ComplexConjugate

namespace MulEntryRight

noncomputable section

/-- The Toeplitz matrix `T_f(i,j) = f(i - j)` on the half-line of sites `0, 1, 2, ...`:
a hop by `k` sites has amplitude `f k`. -/
def toeplitz (f : ℤ →₀ ℂ) (i j : ℕ) : ℂ := f ((i : ℤ) - j)

/-- The entry `(i,j)` of the product of two infinite matrices, for which only finitely many
intermediate sites `l` contribute. -/
def mulEntry (A B : ℕ → ℕ → ℂ) (i j : ℕ) : ℂ := ∑ᶠ l : ℕ, A i l * B l j

/-- The entry `(i,j)` of `T_f T_g` is the sum of `f(i-j-m) g(m)` over the hops `m` with `-j ≤ m`:
the hop made by `g` starts at site `j` and must land on the half-line. -/
theorem mulEntry_right (f g : ℤ →₀ ℂ) (i j : ℕ) :
    mulEntry (toeplitz f) (toeplitz g) i j =
      ∑ m ∈ g.support, if -(j : ℤ) ≤ m then f ((i : ℤ) - j - m) * g m else 0 := by
  have hs : (Function.support fun l : ℕ => toeplitz f i l * toeplitz g l j) ⊆
      ↑((g.support.filter (fun m => -(j : ℤ) ≤ m)).image (fun m => (m + j).toNat)) := by
    intro l hl
    have hg : g ((l : ℤ) - j) ≠ 0 := right_ne_zero_of_mul (Function.mem_support.mp hl)
    rw [Finset.mem_coe, Finset.mem_image]
    exact ⟨(l : ℤ) - j, Finset.mem_filter.mpr ⟨Finsupp.mem_support_iff.mpr hg,
      by show -(j : ℤ) ≤ (l : ℤ) - j; omega⟩, by show ((l : ℤ) - j + j).toNat = l; omega⟩
  -- the intermediate site is `l = m + j`
  rw [mulEntry, finsum_eq_sum_of_support_subset _ hs, Finset.sum_image, ← Finset.sum_filter]
  · refine Finset.sum_congr rfl fun m hm => ?_
    have hm' : -(j : ℤ) ≤ m := (Finset.mem_filter.mp hm).2
    have e : ((m + j).toNat : ℤ) = m + j := Int.toNat_of_nonneg (by omega)
    simp only [toeplitz]
    rw [e, show (i : ℤ) - (m + j) = i - j - m by ring, show m + (j : ℤ) - j = m by ring]
  · intro x hx y hy h
    have hx' : -(j : ℤ) ≤ x := (Finset.mem_filter.mp hx).2
    have hy' : -(j : ℤ) ≤ y := (Finset.mem_filter.mp hy).2
    have h' : (x + j).toNat = (y + j).toNat := h
    omega

end

end MulEntryRight
```

Compiling this gives:

```
Main.lean:23:75: error(lean.invalidField): Invalid field `toNat`: The environment does not contain `Nat.toNat`, so it is not possible to project the field `toNat` from an expression
  m + j
of type `ℕ`
```

The repair, with which the file compiles:

```diff
@@ -21,5 +21,5 @@
       ∑ m ∈ g.support, if -(j : ℤ) ≤ m then f ((i : ℤ) - j - m) * g m else 0 := by
   have hs : (Function.support fun l : ℕ => toeplitz f i l * toeplitz g l j) ⊆
-      ↑((g.support.filter (fun m => -(j : ℤ) ≤ m)).image (fun m => (m + j).toNat)) := by
+      ↑((g.support.filter (fun m => -(j : ℤ) ≤ m)).image (fun m : ℤ => (m + (j : ℤ)).toNat)) := by
     intro l hl
     have hg : g ((l : ℤ) - j) ≠ 0 := right_ne_zero_of_mul (Function.mem_support.mp hl)
```

The only error is in the statement of `hs`, in the function `fun m => (m + j).toNat` that sends a hop to its intermediate site. The hops are integers, but the binder `m` carries no type, and `j` is a natural number. `Finset.image` takes the function before the set, and Lean elaborated the function's body without yet using the set to fix `m` as an integer. As the message shows, it gave `m + j` the type `ℕ`. The notation `.toNat` then meant `Nat.toNat`, which does not exist; the function wanted was `Int.toNat`.

Writing `fun m : ℤ` cures this: the sum is now an integer, and `.toNat` finds `Int.toNat`. The other change, from `j` to `(j : ℤ)`, only spells out a cast that Lean would insert itself once `m` is known to be an integer. The rest of the proof is unchanged.
